# The least hopping energy of one-spin fermions on two sites with given occupations

Suppose the kinetic energy of electrons of one spin on two sites is computed from the site occupations as if all the electrons shared a single orbital. With hopping amplitude $t>0$, two full sites then receive the energy $-2t$. The Pauli principle leaves no empty site to hop to, so the correct value is zero. The problems below find the lowest hopping energy that the Pauli principle allows for given occupations $m_1$ and $m_2$. In lattice density functional theory this is the noninteracting kinetic energy as a function of the density, here for two sites and one spin species.

## Density matrix, Hamiltonian and energy

```lean
import Mathlib

open Matrix

namespace TwoSiteKineticFunctional

noncomputable section
```

The state enters through its one-particle density matrix $g$. Indices follow Lean and start at zero, so $m_1=g_{00}$ and $m_2=g_{11}$. The matrix is real and symmetric, and $0\le g\le 1$ means $0\le v\cdot gv\le v\cdot v$ for every real vector $v=(v_0,v_1)$: no orbital holds fewer than zero or more than one electron. Vectors need not be normalised.

```lean
/-- A real one-particle density matrix on two sites: a symmetric matrix `g` with
`0 ≤ g ≤ 1` in the sense of quadratic forms. -/
def IsDensityMatrix (g : Matrix (Fin 2) (Fin 2) ℝ) : Prop :=
  g.IsSymm ∧ (∀ v : Fin 2 → ℝ, 0 ≤ v ⬝ᵥ g *ᵥ v) ∧
    ∀ v : Fin 2 → ℝ, v ⬝ᵥ g *ᵥ v ≤ v ⬝ᵥ v
```

The matrix element that moves an electron between the sites is $-t$, with $t$ a postulated constant. On-site energies are set to zero; at fixed occupations they would only add a constant.

```lean
/-- The one-particle Hamiltonian for hopping between two sites with amplitude `t`. -/
def hoppingHamiltonian (t : ℝ) : Matrix (Fin 2) (Fin 2) ℝ := !![0, -t; -t, 0]
```

The energy is $\mathrm{Tr}(hg)$, with $h$ the matrix just defined.

```lean
/-- The hopping energy of `g`, the trace of the Hamiltonian times the density matrix. -/
def hoppingEnergy (t : ℝ) (g : Matrix (Fin 2) (Fin 2) ℝ) : ℝ :=
  (hoppingHamiltonian t * g).trace
```

Two more definitions name a number, written $B(m_1,m_2)$ below, and a matrix $g^*$ built from it. The number is used from part (d) on, the matrix from part (e) on. In Hückel theory the (Coulson) bond order is the off-diagonal element of the density matrix of a given state, summed over both spins, whereas `bondOrder` is a function of the occupations of one spin alone.

```lean
/-- The smaller of the geometric mean of the occupations and that of the holes,
for occupations in `[0,1]`. -/
def bondOrder (m₁ m₂ : ℝ) : ℝ :=
  min (√(m₁ * m₂)) (√((1 - m₁) * (1 - m₂)))

/-- The matrix with occupations `m₁`, `m₂` and off-diagonal element `bondOrder m₁ m₂`. -/
def optimalMatrix (m₁ m₂ : ℝ) : Matrix (Fin 2) (Fin 2) ℝ :=
  !![m₁, bondOrder m₁ m₂; bondOrder m₁ m₂, m₂]
```

Two steps to real electrons lie beyond these definitions. First, a general density matrix is complex and Hermitian. Its real part is again a density matrix, with the same occupations and the same hopping energy, so complex matrices do not lower the minimum. Second, every such $g$ must belong to a fermion state. This is a known fact for ensembles, which may mix particle numbers; a single Slater determinant would need $g^2=g$ as well.

## (a) Nonnegative quadratic forms in two variables

**Task.** Show that $ax^2+2bxy+dy^2\ge 0$ for all real $x,y$ exactly when
$$a\ge0,\qquad d\ge0,\qquad b^2\le ad.$$

**Solution.** Let the form be nonnegative. The points $(1,0)$ and $(0,1)$ give $a\ge0$ and $d\ge0$. At $y=1$ the polynomial $ax^2+2bx+d$ is never negative, so its discriminant $4b^2-4ad$ is at most zero. If $a=0$, the polynomial is linear and $b$ must vanish, which agrees.

Conversely, let the three conditions hold. If $a=0$, then $b=0$ and the form is $dy^2\ge0$. If $a>0$, complete the square:
$$a(ax^2+2bxy+dy^2)=(ax+by)^2+(ad-b^2)y^2\ge0,$$
and divide by $a$.

In Lean, `discrim_le_zero` supplies the discriminant step, `rcases` separates $a=0$ from $a>0$, and `ring` checks the completed square.

```lean
/-- A real quadratic form in two variables is nonnegative exactly when its diagonal
coefficients and its determinant are nonnegative. -/
theorem quadForm_nonneg_iff (a b d : ℝ) :
    (∀ x y : ℝ, 0 ≤ a * x ^ 2 + 2 * b * x * y + d * y ^ 2) ↔
      0 ≤ a ∧ 0 ≤ d ∧ b ^ 2 ≤ a * d := by
  constructor
  · intro h
    have ha := h 1 0
    have hd := h 0 1
    -- at y = 1 the form is a quadratic polynomial without sign change
    have hdisc : discrim a (2 * b) d ≤ 0 :=
      discrim_le_zero (fun x => by linarith [h x 1])
    unfold discrim at hdisc
    exact ⟨by linarith, by linarith, by linarith⟩
  · rintro ⟨ha, hd, hb⟩ x y
    rcases ha.eq_or_lt with h0 | hpos
    · subst h0
      have hb0 : b = 0 := by
        have : b ^ 2 = 0 := le_antisymm (by linarith) (sq_nonneg b)
        exact pow_eq_zero_iff (two_ne_zero) |>.1 this
      subst hb0
      have := mul_nonneg hd (sq_nonneg y)
      linarith
    · -- complete the square after multiplying by a > 0
      have h : 0 ≤ a * (a * x ^ 2 + 2 * b * x * y + d * y ^ 2) := by
        have e : a * (a * x ^ 2 + 2 * b * x * y + d * y ^ 2)
            = (a * x + b * y) ^ 2 + (a * d - b ^ 2) * y ^ 2 := by ring
        rw [e]
        exact add_nonneg (sq_nonneg _) (mul_nonneg (sub_nonneg.2 hb) (sq_nonneg _))
      exact (mul_nonneg_iff_of_pos_left hpos).1 h
```

## (b) All admissible matrices

**Task.** Let $g$ have diagonal $m_1,m_2$ and both off-diagonal elements equal to $x$. Show that $g$ is a density matrix exactly when $m_1,m_2\in[0,1]$ and
$$x^2\le m_1m_2,\qquad x^2\le(1-m_1)(1-m_2).$$

**Solution.** Written out, the two conditions on $g$ are
$$v\cdot gv=m_1v_0^2+2x\,v_0v_1+m_2v_1^2\ge0,$$
$$v\cdot v-v\cdot gv=(1-m_1)v_0^2-2x\,v_0v_1+(1-m_2)v_1^2\ge0.$$
Part (a) with $(a,b,d)=(m_1,x,m_2)$ turns the first into $m_1,m_2\ge0$ and $x^2\le m_1m_2$. With $(1-m_1,-x,1-m_2)$ it turns the second into $m_1,m_2\le1$ and $x^2\le(1-m_1)(1-m_2)$.

The off-diagonal element of $1-g$ is $-x$. Writing $1-x$ there confuses the identity with the matrix of ones, and would exclude the valid matrix with $m_1=m_2=\tfrac12$, $x=0$.

The auxiliary statements `hq` and `hn` are the expansions of $v\cdot gv$ and $v\cdot v$; the proof steps `A` and `B` (the latter is not the number $B(m_1,m_2)$) apply part (a) to the two forms in the forward direction, and the converse applies it to each form again.

```lean
/-- A symmetric matrix with diagonal `m₁`, `m₂` and off-diagonal element `x` is a density
matrix exactly when the occupations lie in `[0,1]` and `x²` exceeds neither the product of
the occupations nor the product of the holes. -/
theorem isDensityMatrix_iff (m₁ m₂ x : ℝ) :
    IsDensityMatrix !![m₁, x; x, m₂] ↔
      m₁ ∈ Set.Icc (0 : ℝ) 1 ∧ m₂ ∈ Set.Icc (0 : ℝ) 1 ∧
        x ^ 2 ≤ m₁ * m₂ ∧ x ^ 2 ≤ (1 - m₁) * (1 - m₂) := by
  have hq : ∀ v : Fin 2 → ℝ, v ⬝ᵥ !![m₁, x; x, m₂] *ᵥ v
      = m₁ * v 0 ^ 2 + 2 * x * v 0 * v 1 + m₂ * v 1 ^ 2 := by
    intro v
    simp [Matrix.mulVec, dotProduct, Fin.sum_univ_two]
    ring
  have hn : ∀ v : Fin 2 → ℝ, v ⬝ᵥ v = v 0 ^ 2 + v 1 ^ 2 := by
    intro v
    simp only [dotProduct, Fin.sum_univ_two]
    ring
  constructor
  · rintro ⟨-, h0, h1⟩
    -- positivity of g, then positivity of 1 - g
    have A := (quadForm_nonneg_iff m₁ x m₂).1 (fun p q => by
      have h := h0 ![p, q]
      rw [hq] at h
      simp only [Matrix.cons_val_zero, Matrix.cons_val_one] at h
      linarith)
    have B := (quadForm_nonneg_iff (1 - m₁) (-x) (1 - m₂)).1 (fun p q => by
      have h := h1 ![p, q]
      rw [hq, hn] at h
      simp only [Matrix.cons_val_zero, Matrix.cons_val_one] at h
      linarith)
    exact ⟨⟨A.1, by linarith [B.1]⟩, ⟨A.2.1, by linarith [B.2.1]⟩, A.2.2,
      by linarith [B.2.2]⟩
  · rintro ⟨⟨a0, a1⟩, ⟨b0, b1⟩, hp, hh⟩
    refine ⟨Matrix.IsSymm.ext (fun i j => by fin_cases i <;> fin_cases j <;> rfl),
      fun v => ?_, fun v => ?_⟩
    · rw [hq]
      exact (quadForm_nonneg_iff m₁ x m₂).2 ⟨a0, b0, hp⟩ _ _
    · rw [hq, hn]
      have h := (quadForm_nonneg_iff (1 - m₁) (-x) (1 - m₂)).2
        ⟨by linarith, by linarith, by linarith⟩ (v 0) (v 1)
      linarith
```

## (c) The energy as one matrix element

**Task.** Show that for symmetric $g$
$$\mathrm{Tr}(hg)=-2t\,g_{01}.$$

**Solution.** The diagonal elements of the product are $(hg)_{00}=-t\,g_{10}$ and $(hg)_{11}=-t\,g_{01}$. Their sum is $-2t\,g_{01}$, because $g_{10}=g_{01}$. The Lean proof expands the trace and the product in the same way.

```lean
/-- For a symmetric matrix `g` the hopping energy is `-2t` times its off-diagonal element. -/
theorem hoppingEnergy_eq (t : ℝ) {g : Matrix (Fin 2) (Fin 2) ℝ} (hg : g.IsSymm) :
    hoppingEnergy t g = -2 * t * g 0 1 := by
  have h : g 1 0 = g 0 1 := hg.apply 0 1
  simp only [hoppingEnergy, hoppingHamiltonian, Matrix.trace_fin_two, Matrix.mul_apply,
    Fin.sum_univ_two]
  simp [h]
  ring
```

## (d) An upper bound on the off-diagonal element

**Task.** Show that every density matrix with occupations $m_1,m_2$ satisfies
$$g_{01}\le B(m_1,m_2)=\min\left(\sqrt{m_1m_2},\ \sqrt{(1-m_1)(1-m_2)}\right).$$

**Solution.** By (b), $g_{01}^2\le m_1m_2$, hence $g_{01}\le|g_{01}|\le\sqrt{m_1m_2}$. The product of the holes gives the second bound in the same way, and a number below both roots is below their minimum.

In Lean, `e` first writes $g$ as an explicit symmetric matrix so that (b) applies; `le_min` then joins the two bounds.

```lean
/-- The off-diagonal element of a density matrix is at most the bond order
computed from its occupations. -/
theorem offDiag_le_bondOrder {g : Matrix (Fin 2) (Fin 2) ℝ} (hg : IsDensityMatrix g) :
    g 0 1 ≤ bondOrder (g 0 0) (g 1 1) := by
  have hs : g 1 0 = g 0 1 := hg.1.apply 0 1
  have e : g = !![g 0 0, g 0 1; g 0 1, g 1 1] := by
    ext i j
    fin_cases i <;> fin_cases j <;> simp [hs]
  have h : IsDensityMatrix !![g 0 0, g 0 1; g 0 1, g 1 1] := e ▸ hg
  obtain ⟨-, -, hp, hh⟩ := (isDensityMatrix_iff _ _ _).1 h
  exact le_min ((le_abs_self _).trans (Real.abs_le_sqrt hp))
    ((le_abs_self _).trans (Real.abs_le_sqrt hh))
```

## (e) The bound is reached

**Task.** For $m_1,m_2\in[0,1]$, show that
$$g^*=\begin{pmatrix}m_1&B\\B&m_2\end{pmatrix},\qquad B=B(m_1,m_2),$$
is a density matrix.

**Solution.** Since $0\le B\le\sqrt{m_1m_2}$, squaring gives $B^2\le m_1m_2$. Likewise $B^2\le(1-m_1)(1-m_2)$. Both radicands are nonnegative because the occupations lie in $[0,1]$, so squaring does undo the roots. Part (b) finishes the argument. The two bullets in the Lean proof are these two inequalities.

```lean
/-- For occupations in `[0,1]` the optimal matrix is a density matrix. -/
theorem optimalMatrix_isDensityMatrix {m₁ m₂ : ℝ} (h₁ : m₁ ∈ Set.Icc (0 : ℝ) 1)
    (h₂ : m₂ ∈ Set.Icc (0 : ℝ) 1) : IsDensityMatrix (optimalMatrix m₁ m₂) := by
  have hb : 0 ≤ bondOrder m₁ m₂ := le_min (Real.sqrt_nonneg _) (Real.sqrt_nonneg _)
  refine (isDensityMatrix_iff _ _ _).2 ⟨h₁, h₂, ?_, ?_⟩
  · exact (pow_le_pow_left₀ hb (min_le_left _ _) 2).trans_eq
      (Real.sq_sqrt (mul_nonneg h₁.1 h₂.1))
  · exact (pow_le_pow_left₀ hb (min_le_right _ _) 2).trans_eq
      (Real.sq_sqrt (mul_nonneg (sub_nonneg.2 h₁.2) (sub_nonneg.2 h₂.2)))
```

## (f) The minimum

**Task.** For $t\ge0$ and $m_1,m_2\in[0,1]$, show that the least hopping energy over all density matrices with these occupations is
$$E_{\min}=-2t\min\left(\sqrt{m_1m_2},\ \sqrt{(1-m_1)(1-m_2)}\right).$$

**Solution.** By (c) and (e), $g^*$ has energy $-2tB$, so the value is attained. For any competitor $g$, part (d) gives $g_{01}\le B$. Multiplying by $-2t\le0$ reverses the inequality: $-2t\,g_{01}\ge-2tB$.

The set in the Lean statement contains the energies of all density matrices with the prescribed diagonal. `IsLeast` says that the stated number belongs to this set and lies below all its members, and the proof treats these two claims in that order.

```lean
/-- For `t ≥ 0` and occupations `m₁`, `m₂` in `[0,1]`, the least hopping energy over all
density matrices with these occupations is `-2t min(√(m₁m₂), √((1-m₁)(1-m₂)))`. -/
theorem isLeast_hoppingEnergy {t m₁ m₂ : ℝ} (ht : 0 ≤ t) (h₁ : m₁ ∈ Set.Icc (0 : ℝ) 1)
    (h₂ : m₂ ∈ Set.Icc (0 : ℝ) 1) :
    IsLeast (hoppingEnergy t '' {g | IsDensityMatrix g ∧ g 0 0 = m₁ ∧ g 1 1 = m₂})
      (-2 * t * min (√(m₁ * m₂)) (√((1 - m₁) * (1 - m₂)))) := by
  have hopt := optimalMatrix_isDensityMatrix h₁ h₂
  constructor
  · refine ⟨optimalMatrix m₁ m₂, ⟨hopt, rfl, rfl⟩, ?_⟩
    rw [hoppingEnergy_eq t hopt.1]
    rfl
  · rintro _ ⟨g, ⟨hg, e₁, e₂⟩, rfl⟩
    have hb := offDiag_le_bondOrder hg
    rw [e₁, e₂] at hb
    unfold bondOrder at hb
    rw [hoppingEnergy_eq t hg.1]
    linarith [mul_le_mul_of_nonneg_left hb ht]
```

## (g) Only one minimiser

**Task.** For $t>0$ and a density matrix $g$ with occupations $m_1,m_2$, show that
$$\mathrm{Tr}(hg)=-2tB(m_1,m_2)\iff g=g^*.$$

**Solution.** By (c) the left side reads $-2t\,g_{01}=-2tB$. Dividing by $-2t\ne0$ gives $g_{01}=B$. The diagonal is prescribed and $g$ is symmetric, so all four elements agree with $g^*$. The converse is substitution. At $t=0$ every density matrix has energy zero, and uniqueness fails at $m_1=m_2=\tfrac12$, for example.

The cancellation is `mul_left_cancel₀`, and `ext` compares the matrices element by element.

```lean
/-- For `t > 0`, a density matrix with occupations `m₁`, `m₂` has the hopping energy
`-2t bondOrder m₁ m₂` exactly when it is the optimal matrix. -/
theorem hoppingEnergy_eq_min_iff {t m₁ m₂ : ℝ} (ht : 0 < t)
    {g : Matrix (Fin 2) (Fin 2) ℝ} (hg : IsDensityMatrix g)
    (e₁ : g 0 0 = m₁) (e₂ : g 1 1 = m₂) :
    hoppingEnergy t g = -2 * t * bondOrder m₁ m₂ ↔ g = optimalMatrix m₁ m₂ := by
  have hs : g 1 0 = g 0 1 := hg.1.apply 0 1
  rw [hoppingEnergy_eq t hg.1]
  constructor
  · intro h
    have hne : -2 * t ≠ 0 := ne_of_lt (by linarith)
    have hx : g 0 1 = bondOrder m₁ m₂ := mul_left_cancel₀ hne h
    ext i j
    fin_cases i <;> fin_cases j <;> simp [optimalMatrix, hs, hx, e₁, e₂]
  · intro h
    rw [h]
    rfl
```

## (h) Where the two branches cross

**Task.** For $m_1,m_2\in[0,1]$, show that
$$\sqrt{m_1m_2}\le\sqrt{(1-m_1)(1-m_2)}\iff m_1+m_2\le1,$$
and that the reverse inequality holds exactly when $m_1+m_2\ge1$.

**Solution.** Both radicands are nonnegative, so the roots are ordered as the radicands are, and
$$(1-m_1)(1-m_2)-m_1m_2=1-m_1-m_2.$$
The sign of the right side decides. The particle root $\sqrt{m_1m_2}$ sets the minimum up to one electron in total, the hole root $\sqrt{(1-m_1)(1-m_2)}$ from there on, and at exactly one electron they coincide.

`Real.sqrt_le_sqrt_iff` removes the roots, and `linarith` compares the radicands.

```lean
/-- For `m₁`, `m₂` in `[0,1]`, `√(m₁m₂) ≤ √((1-m₁)(1-m₂))` holds exactly when `m₁ + m₂ ≤ 1`, and the
reverse inequality exactly when `1 ≤ m₁ + m₂`. -/
theorem branch_switch {m₁ m₂ : ℝ} (h₁ : m₁ ∈ Set.Icc (0 : ℝ) 1)
    (h₂ : m₂ ∈ Set.Icc (0 : ℝ) 1) :
    (√(m₁ * m₂) ≤ √((1 - m₁) * (1 - m₂)) ↔ m₁ + m₂ ≤ 1) ∧
      (√((1 - m₁) * (1 - m₂)) ≤ √(m₁ * m₂) ↔ 1 ≤ m₁ + m₂) := by
  rw [Real.sqrt_le_sqrt_iff (mul_nonneg (sub_nonneg.2 h₁.2) (sub_nonneg.2 h₂.2)),
    Real.sqrt_le_sqrt_iff (mul_nonneg h₁.1 h₂.1)]
  -- the radicands differ by 1 - m₁ - m₂
  constructor <;> constructor <;> intro h <;> linarith

end

end TwoSiteKineticFunctional
```

```lean
#print axioms TwoSiteKineticFunctional.isLeast_hoppingEnergy
#print axioms TwoSiteKineticFunctional.hoppingEnergy_eq_min_iff
#print axioms TwoSiteKineticFunctional.branch_switch
```

```
'TwoSiteKineticFunctional.isLeast_hoppingEnergy' depends on axioms: [propext, Classical.choice, Quot.sound]
'TwoSiteKineticFunctional.hoppingEnergy_eq_min_iff' depends on axioms: [propext, Classical.choice, Quot.sound]
'TwoSiteKineticFunctional.branch_switch' depends on axioms: [propext, Classical.choice, Quot.sound]
```

## Occupations 0.9 and 0.6

Take $m_1=0.9$ and $m_2=0.6$. The particle root is $\sqrt{0.54}\approx0.735$ and the hole root is $\sqrt{0.1\cdot0.4}=0.2$. The total of $1.5$ exceeds one, so the hole root is the smaller, as (h) requires, and the least energy is $-0.4\,t$. The single-orbital estimate from the start, $-2t\sqrt{m_1m_2}$, would give about $-1.47\,t$.

The minimiser has diagonal $0.9,\,0.6$ and off-diagonal element $0.2$. Its trace is $1.5$ and its determinant $0.54-0.04=0.5$, so its eigenvalues are $1$ and $0.5$: one orbital is full and the other half full.
